# On an odd number of sites, the global spin flip halves the number of symmetry classes of up-down patterns

**Q:** Three identical magnetic ions sit at the corners of an equilateral triangle, each with its moment up or down along a common axis. Up to the symmetry of the triangle, only the number of up spins matters, so I count four patterns. If reversing all moments costs no energy, 0 up pairs with 3 up, and 1 up with 2 up, which leaves two. For two ions exchanged by a symmetry, though, I get three patterns and then two. When is the reduction exactly a half, and does a formal statement about it use the right notion of "same magnetic order"?

**A:** Let $X$ be the finite set of $N$ sites and $G$ the group that permutes them. A pattern is a map $s : X \to \{\text{up},\text{down}\}$, and $\bar s$ is the pattern with every spin reversed. In Lean a pattern is a function `X → Bool`, with `true` for up, and $\bar s$ is `spinFlip s`.

```lean
import Mathlib

namespace CollinearMagneticOrders

/-- The global spin flip: every up spin becomes down and every down spin becomes up. -/
def spinFlip {X : Type*} (s : X → Bool) : X → Bool := fun x => !s x
```

Two patterns are spatially equivalent, $s \sim t$, if some $g \in G$ satisfies $t(gx) = s(x)$ for all $x$: the spin at $x$ is carried to $gx$. The identity, inverses and products in $G$ make this an equivalence relation, which is what the `iseqv` field proves.

```lean
variable (G X : Type*) [Group G] [MulAction G X]

/-- Two up-down patterns are spatially equivalent if an element of `G` carries one to the other. -/
def spatial : Setoid (X → Bool) where
  r s t := ∃ g : G, ∀ x, t (g • x) = s x
  iseqv := by
    refine ⟨fun s => ⟨1, fun x => by simp⟩, ?_, ?_⟩
    · rintro s t ⟨g, h⟩
      refine ⟨g⁻¹, fun x => ?_⟩
      have h' := h (g⁻¹ • x)
      rw [smul_inv_smul] at h'
      exact h'.symm
    · rintro s t u ⟨g, h⟩ ⟨k, m⟩
      exact ⟨k * g, fun x => by rw [mul_smul, m, h]⟩
```

**Q:** A rotation can also reverse an axial vector. Where is that?

**A:** It is absent by choice. An element of $G$ moves spins between sites and leaves their direction alone, which suits a collinear magnet without spin-orbit coupling, where spin space and real space transform independently. If the moments are tied to crystal axes, a different relation is needed. The only operation on spin here is the global reversal, admitted in the second relation: $s \approx t$ if some $g$ gives $t(gx) = s(x)$ for all $x$, or $t(gx) = \bar s(x)$ for all $x$. The Boolean `b` records which, since `Bool.xor b` reverses a spin exactly when `b` is `true`.

```lean
/-- Two patterns are magnetically equivalent if an element of `G`, followed by the global flip
(`b = true`) or not (`b = false`), carries one to the other. -/
def magnetic : Setoid (X → Bool) where
  r s t := ∃ g : G, ∃ b : Bool, ∀ x, t (g • x) = Bool.xor b (s x)
  iseqv := by
    refine ⟨fun s => ⟨1, false, fun x => by simp⟩, ?_, ?_⟩
    · rintro s t ⟨g, b, h⟩
      refine ⟨g⁻¹, b, fun x => ?_⟩
      have h' := h (g⁻¹ • x)
      rw [smul_inv_smul] at h'
      rw [h']
      cases b <;> simp
    · rintro s t u ⟨g, b, h⟩ ⟨k, c, m⟩
      refine ⟨k * g, Bool.xor c b, fun x => ?_⟩
      rw [mul_smul, m, h]
      cases b <;> cases c <;> simp
```

Let $S$ be the number of classes of $\sim$ and $M$ the number of classes of $\approx$.

```lean
/-- For finitely many sites, the number of up-down patterns up to the permutations in `G`. -/
noncomputable def spatialCount : ℕ := Nat.card (Quotient (spatial G X))

/-- For finitely many sites, the number of up-down patterns up to the permutations in `G` and the
global spin flip. -/
noncomputable def magneticCount : ℕ := Nat.card (Quotient (magnetic G X))
```

For one fixed finite cell, without spin-orbit coupling or an external field, and with $G$ the full group of spatial symmetries that the cell has before any magnetic order is imposed, $M$ is the number of up-down starting patterns for collinear electronic-structure calculations that are distinct under these symmetries and the global flip. A periodic supercell can have fewer symmetries than the crystal. In a $4\times 2$ cell of a square lattice, for instance, alternating stripes along the two axes are counted separately, although a quarter turn of the crystal relates them. The number $M$ says nothing about whether distinct classes differ in energy, and it leaves out non-collinear orders and sites without a moment.

**Q:** Then why isn't $S = 2M$ always? The flip pairs patterns off.

**A:** It pairs patterns, but it may return a class to itself. Reversing spins commutes with moving them, so if $s \sim t$ then $\bar s \sim \bar t$, and the flip acts on spatial classes by $\tau[s] = [\bar s]$, with $\tau^2 = 1$. This map is `flipClass`.

```lean
/-- The global spin flip acting on spatial classes of patterns. -/
def flipClass : Quotient (spatial G X) → Quotient (spatial G X) :=
  Quotient.map spinFlip (by
    rintro s t ⟨g, h⟩
    exact ⟨g, fun x => by simp [spinFlip, h x]⟩)
```

Moreover, $s \approx t$ holds exactly when $s \sim t$ or $s \sim \bar t$. The proof splits on `b`: no reversal gives the first alternative, a reversal the second.

```lean
/-- Two patterns are magnetically equivalent exactly when the first is spatially equivalent to
the second or to the flip of the second. -/
theorem magnetic_iff (s t : X → Bool) :
    (magnetic G X).r s t ↔ (spatial G X).r s t ∨ (spatial G X).r s (spinFlip t) := by
  constructor
  · rintro ⟨g, b, h⟩
    cases b
    · exact Or.inl ⟨g, fun x => by simpa using h x⟩
    · exact Or.inr ⟨g, fun x => by simp [spinFlip, h x]⟩
  · rintro (⟨g, h⟩ | ⟨g, h⟩)
    · exact ⟨g, false, fun x => by simpa using h x⟩
    · exact ⟨g, true, fun x => by simp [← h x, spinFlip]⟩
```

So each magnetic class consists of a spatial class $[t]$ and its partner $\tau[t]$. If they differ, it contains two spatial classes, neither fixed by $\tau$. If they coincide, it contains one, which is fixed. Let $F$ be the number of spatial classes fixed by $\tau$. Each magnetic class then contributes $2+0$ or $1+1$ to $S+F$, and summing over all of them gives

$$S + F = 2M.$$

The next lemma is this count for any involution `τ` and any surjection `π` that merges exactly the partners. Its `key` step is the value 2 for each fibre, with `by_cases` separating the two situations; `Finset.card_eq_sum_card_fiberwise` then performs the sum.

```lean
/-- If a map from a finite set onto another merges exactly the partners under an involution,
then the points plus the fixed points number twice the images. -/
theorem card_add_card_fixed {Q R : Type*} [Finite Q] [Finite R] (τ : Q → Q) (π : Q → R)
    (hπ : Function.Surjective π) (h : ∀ p q, π p = π q ↔ p = q ∨ p = τ q)
    (hτ : ∀ q, τ (τ q) = q) :
    Nat.card Q + Nat.card {q // τ q = q} = 2 * Nat.card R := by
  classical
  cases nonempty_fintype Q
  cases nonempty_fintype R
  -- each fibre is a pair of partners, or a single fixed point counted twice
  have key : ∀ b, (Finset.univ.filter (fun a => π a = b)).card +
      ((Finset.univ.filter (fun a => τ a = a)).filter (fun a => π a = b)).card = 2 := by
    intro b
    obtain ⟨q, rfl⟩ := hπ b
    have e1 : Finset.univ.filter (fun a => π a = π q) = {q, τ q} := by
      ext a
      simp [h]
    by_cases hq : τ q = q
    · have e2 : (Finset.univ.filter (fun a => τ a = a)).filter (fun a => π a = π q) = {q} := by
        ext a
        simp only [Finset.mem_filter, Finset.mem_univ, true_and, Finset.mem_singleton, h]
        constructor
        · rintro ⟨_, ha | ha⟩
          · exact ha
          · exact ha.trans hq
        · intro ha
          rw [ha]
          exact ⟨hq, Or.inl rfl⟩
      rw [e1, e2, hq]
      simp
    · have e2 : (Finset.univ.filter (fun a => τ a = a)).filter (fun a => π a = π q) = ∅ := by
        ext a
        simp only [Finset.mem_filter, Finset.mem_univ, true_and, Finset.notMem_empty,
          iff_false, h]
        rintro ⟨h1, ha | ha⟩
        · rw [ha] at h1
          exact hq h1
        · rw [ha, hτ] at h1
          exact hq h1.symm
      rw [e1, e2]
      simp [Finset.card_pair (Ne.symm hq)]
  have h1 := Finset.card_eq_sum_card_fiberwise (s := (Finset.univ : Finset Q))
    (t := (Finset.univ : Finset R)) (f := π) (fun _ _ => by simp)
  have h2 := Finset.card_eq_sum_card_fiberwise
    (s := Finset.univ.filter (fun a : Q => τ a = a))
    (t := (Finset.univ : Finset R)) (f := π) (fun _ _ => by simp)
  have h3 : Nat.card {q // τ q = q} = (Finset.univ.filter (fun a : Q => τ a = a)).card := by
    rw [Nat.card_eq_fintype_card, Fintype.card_subtype]
  rw [h3, Nat.card_eq_fintype_card, Nat.card_eq_fintype_card, ← Finset.card_univ, h1, h2,
    ← Finset.sum_add_distrib, Finset.sum_congr rfl (fun b _ => key b)]
  simp [mul_comm]
```

Applied to `flipClass` and the map from spatial to magnetic classes, it yields the identity. The hypothesis on merging is supplied by `magnetic_iff`, and the involution by $\bar{\bar s} = s$.

```lean
/-- For any finite set of sites, the spatial classes plus the spatial classes equal to their own
flip number twice the magnetic classes. -/
theorem spatialCount_add_selfFlipped [Finite X] :
    spatialCount G X + Nat.card {q // flipClass G X q = q} = 2 * magneticCount G X := by
  have hwd : ∀ s t, (spatial G X).r s t →
      Quotient.mk (magnetic G X) s = Quotient.mk (magnetic G X) t :=
    fun s t h => Quotient.sound ((magnetic_iff G X s t).2 (Or.inl h))
  unfold spatialCount magneticCount
  refine card_add_card_fixed (flipClass G X)
    (Quotient.lift (Quotient.mk (magnetic G X)) hwd) ?_ ?_ ?_
  · rintro ⟨s⟩
    exact ⟨Quotient.mk _ s, rfl⟩
  · rintro ⟨s⟩ ⟨t⟩
    change Quotient.mk (magnetic G X) s = Quotient.mk (magnetic G X) t ↔
      Quotient.mk (spatial G X) s = Quotient.mk (spatial G X) t ∨
      Quotient.mk (spatial G X) s = Quotient.mk (spatial G X) (spinFlip t)
    rw [Quotient.eq, Quotient.eq, Quotient.eq]
    exact magnetic_iff G X s t
  · rintro ⟨s⟩
    change Quotient.mk (spatial G X) (spinFlip (spinFlip s)) = Quotient.mk (spatial G X) s
    rw [show spinFlip (spinFlip s) = s from by funext x; simp [spinFlip]]
```

**Q:** So halving means $F = 0$. What does that say about the crystal?

**A:** A class is fixed when $\bar s \sim s$, that is, when some $g$ satisfies $s(gx) = \bar s(x)$ for all $x$. In an antiferromagnetic pattern of this kind, a site permutation exchanges the up and down sublattices. Hence $S = 2M$ exactly when no element of $G$ reverses any pattern. In Lean, a reversing $g$ produces a fixed class through `Quotient.sound`, a fixed class gives back such a $g$ through `Quotient.exact`, and `omega` does the arithmetic with $S+F=2M$.

```lean
/-- For any finite set of sites, the flip exactly halves the number of classes if and only if no
element of `G` reverses all spins of some pattern. -/
theorem halving_iff [Finite X] : spatialCount G X = 2 * magneticCount G X ↔
    ∀ (s : X → Bool) (g : G), ¬ ∀ x, s (g • x) = !s x := by
  have key := spatialCount_add_selfFlipped G X
  constructor
  · intro h s g hs
    have h0 : Nat.card {q // flipClass G X q = q} = 0 := by omega
    exact (Finite.card_eq_zero_iff.1 h0).false
      ⟨Quotient.mk (spatial G X) s, Quotient.sound ⟨g, hs⟩⟩
  · intro h
    have he : IsEmpty {q // flipClass G X q = q} := ⟨by
      rintro ⟨⟨s⟩, hs⟩
      have hs' : Quotient.mk (spatial G X) (spinFlip s) = Quotient.mk (spatial G X) s := hs
      obtain ⟨g, hg⟩ := Quotient.exact hs'
      exact h s g hg⟩
    have h0 := Finite.card_eq_zero_iff.2 he
    omega
```

**Q:** And an odd number of sites rules this out?

**A:** Yes. Let $u(x)$ be 1 on up sites and 0 on down sites, and let $U = \sum_x u(x)$. Since $g$ only permutes the sites, $\sum_x u(gx) = U$. If $g$ reverses the pattern, $u(gx) = 1 - u(x)$, so the same sum equals $N - U$. Therefore $N = 2U$, which is even. The equations `e` and `f` below are these two evaluations of the sum.

```lean
/-- On an odd number of sites, no permutation in `G` reverses all spins of a pattern. -/
theorem no_reversal_of_odd [Finite X] (hN : Odd (Nat.card X)) (s : X → Bool) (g : G) :
    ¬ ∀ x, s (g • x) = !s x := by
  intro h
  cases nonempty_fintype X
  -- a permutation preserves the number of up spins
  have e : ∑ x, (if s (g • x) then 1 else 0 : ℕ) = ∑ x, (if s x then 1 else 0 : ℕ) :=
    Equiv.sum_comp (MulAction.toPerm g) (fun x => if s x then (1 : ℕ) else 0)
  -- a reversal turns it into the number of down spins
  have f : ∑ x, (if s (g • x) then 1 else 0 : ℕ) + ∑ x, (if s x then 1 else 0 : ℕ)
      = Fintype.card X := by
    rw [← Finset.sum_add_distrib]
    calc _ = ∑ _x : X, 1 := Finset.sum_congr rfl (fun x _ => by
            rw [h x]
            cases s x <;> simp)
      _ = _ := by simp
  rw [Nat.card_eq_fintype_card] at hN
  obtain ⟨k, hk⟩ := hN
  omega
```

**Q:** Can a large symmetry group still make the list short?

**A:** Yes, but a group of given order can shorten it only so far. Choose one representative $r$ in each magnetic class. Every pattern $s$ has the form $s(x) = r(gx)$ or $s(x) = \overline{r(gx)}$ for some $g$, where the bar reverses a single spin. There are $M$ representatives, $|G|$ group elements and two choices of flip, and together they must produce all $2^N$ patterns:

$$2^N \le 2|G|\,M, \qquad\text{so}\qquad M \ge \frac{2^N}{2|G|}.$$

In Lean, `Quotient.out` chooses the representatives, and the inequality comes from a surjection out of the triples of class, group element and flip. The quotient is taken in the rationals, so nothing is rounded down.

```lean
/-- For a finite group and `N` sites, there are at least `2 ^ N / (2 |G|)` magnetic classes. -/
theorem magneticCount_lower_bound [Finite X] [Finite G] :
    (2 : ℚ) ^ Nat.card X / (2 * Nat.card G) ≤ magneticCount G X := by
  have hle : 2 ^ Nat.card X ≤ magneticCount G X * (Nat.card G * 2) := by
    -- representatives and symmetry operations together produce every pattern
    have h := Nat.card_le_card_of_surjective
      (fun (p : Quotient (magnetic G X) × G × Bool) (x : X) =>
        Bool.xor p.2.2 (p.1.out (p.2.1 • x))) (by
        intro s
        obtain ⟨g, b, hg⟩ := Quotient.exact (Quotient.out_eq (Quotient.mk (magnetic G X) s)).symm
        refine ⟨(Quotient.mk (magnetic G X) s, g, b), ?_⟩
        funext x
        change Bool.xor b ((Quotient.mk (magnetic G X) s).out (g • x)) = s x
        rw [hg x]
        cases b <;> simp)
    have hb : Nat.card Bool = 2 := by simp
    rw [Nat.card_fun, Nat.card_prod, Nat.card_prod, hb] at h
    exact h
  have hG : (0 : ℚ) < Nat.card G := Nat.cast_pos.2 Nat.card_pos
  have hq : (2 : ℚ) ^ Nat.card X ≤ magneticCount G X * (Nat.card G * 2) := by
    exact_mod_cast hle
  rw [div_le_iff₀ (by positivity)]
  linarith
```

This bound is stated for finite $G$, where $|G|$ is a number, and holds for even and odd $N$ alike. Combined with the parity argument, it gives the main statement: for a finite group acting on an odd number of sites, $S = 2M$ and $M \ge 2^N/(2|G|)$.

```lean
/-- For a finite group permuting an odd number `N` of sites, the global spin flip exactly halves
the number of classes of up-down patterns, and at least `2 ^ N / (2 |G|)` classes remain. -/
theorem odd_halving [Finite X] [Finite G] (hN : Odd (Nat.card X)) :
    spatialCount G X = 2 * magneticCount G X ∧
      (2 : ℚ) ^ Nat.card X / (2 * Nat.card G) ≤ magneticCount G X :=
  ⟨(halving_iff G X).2 (no_reversal_of_odd G X hN), magneticCount_lower_bound G X⟩
```

Your triangle has $S = 4$ and $M = 2$; with its six permutations, the bound is $8/12$, which says nothing new, since there is always at least one class. The bound is informative only when $2|G| < 2^N$.

**Q:** Then for even $N$ the halving fails?

**A:** It can fail, but it need not. Suppose $G$ moves no site and there is at least one site. Reversing a pattern would require $s(x) = \bar s(x)$ at that site, which is impossible, so the criterion gives $S = 2M$ for every $N \ge 1$. Two fixed sites, for instance, have four spatial classes and two magnetic ones. With no sites at all, the single empty pattern is its own flip and $S = M = 1$, hence the hypothesis `Nonempty X`.

```lean
/-- If `G` moves no site and there is at least one site, the flip halves the number of classes,
whether the finite number of sites is even or odd. -/
theorem halving_of_trivial_action [Finite X] [Nonempty X] (ht : ∀ (g : G) (x : X), g • x = x) :
    spatialCount G X = 2 * magneticCount G X := by
  refine (halving_iff G X).2 fun s g h => ?_
  obtain ⟨x⟩ := ‹Nonempty X›
  have hx := h x
  rw [ht] at hx
  cases hs : s x <;> simp [hs] at hx
```

**Q:** And my pair of exchanged ions?

**A:** It shows that halving does not hold for all finite $N$ once oddness is no longer required. Of the four patterns, the swap identifies up-down with down-up, so the number of up spins (0, 1 or 2) labels the spatial classes and $S = 3$. The flip then joins up-up with down-down, which leaves parallel and antiparallel, so $M = 2$. Here $F = 1$, from the antiparallel class, and indeed $3 + 1 = 2\cdot 2$.

The Lean proof counts in the same way. A general lemma says that if a label takes $n$ values, all attained, and agrees exactly on equivalent patterns, there are $n$ classes.

```lean
/-- If a label with `n` values, all attained, distinguishes exactly the inequivalent patterns,
there are `n` classes. -/
theorem card_classes_of_label {A : Type*} {n : ℕ} (r : Setoid A) (f : A → Fin n)
    (h : ∀ s t, r.r s t ↔ f s = f t) (hf : ∀ c, ∃ s, f s = c) :
    Nat.card (Quotient r) = n := by
  have hb : Function.Bijective (Quotient.lift f (fun s t hst => (h s t).1 hst)) := by
    constructor
    · rintro ⟨s⟩ ⟨t⟩ hst
      exact Quotient.sound ((h s t).2 hst)
    · intro c
      obtain ⟨s, hs⟩ := hf c
      exact ⟨Quotient.mk r s, hs⟩
  rw [Nat.card_congr (Equiv.ofBijective _ hb)]
  simp
```

For the two sites `Fin 2`, the group `Equiv.Perm (Fin 2)` contains just the identity and the swap. The labels are the number of up spins for $S$ and parallel or antiparallel for $M$, and `decide` checks them on every pair of patterns.

```lean
/-- For two sites and the group of the identity and the swap, there are 3 classes without the
global flip and 2 with it. -/
theorem two_site_swap : spatialCount (Equiv.Perm (Fin 2)) (Fin 2) = 3 ∧
    magneticCount (Equiv.Perm (Fin 2)) (Fin 2) = 2 := by
  constructor
  · -- the label is the number of up spins
    have h : ∀ s t : Fin 2 → Bool, (∃ g : Equiv.Perm (Fin 2), ∀ x, t (g • x) = s x) ↔
        (if s 0 then (if s 1 then 2 else 1) else (if s 1 then 1 else 0) : Fin 3) =
        (if t 0 then (if t 1 then 2 else 1) else (if t 1 then 1 else 0) : Fin 3) := by decide
    exact card_classes_of_label _ (fun s : Fin 2 → Bool =>
      (if s 0 then (if s 1 then 2 else 1) else (if s 1 then 1 else 0) : Fin 3)) h (by decide)
  · -- the label tells parallel from antiparallel spins
    have h : ∀ s t : Fin 2 → Bool,
        (∃ g : Equiv.Perm (Fin 2), ∃ b : Bool, ∀ x, t (g • x) = Bool.xor b (s x)) ↔
        (if s 0 = s 1 then 0 else 1 : Fin 2) = (if t 0 = t 1 then 0 else 1 : Fin 2) := by decide
    exact card_classes_of_label _ (fun s : Fin 2 → Bool =>
      (if s 0 = s 1 then 0 else 1 : Fin 2)) h (by decide)

end CollinearMagneticOrders
```

```lean
#print axioms CollinearMagneticOrders.odd_halving
#print axioms CollinearMagneticOrders.halving_of_trivial_action
#print axioms CollinearMagneticOrders.two_site_swap
```

```
'CollinearMagneticOrders.odd_halving' depends on axioms: [propext, Classical.choice, Quot.sound]
'CollinearMagneticOrders.halving_of_trivial_action' depends on axioms: [propext, Classical.choice, Quot.sound]
'CollinearMagneticOrders.two_site_swap' depends on axioms: [propext, Classical.choice, Quot.sound]
```
